# Adiabatic Kohn–Sham dynamics with a static Hermitian one-body matrix conserves overlaps and energy on a finite lattice

## A Hamiltonian that moves with the density

Electrons on a finite lattice are set in motion and then left alone. In general their density changes, and with it the Kohn–Sham potential, so the orbitals evolve under a time-dependent Hamiltonian even without external driving. Its expectation value is in general not constant. If the potential is the derivative of a density functional, however, there is an energy that is conserved.

Let \(i\) label sites and \(k\) orbitals \(\phi_k\), with fixed real occupations \(f_k\). Let \(h(t)\) be a Hermitian one-body matrix and \(G\) a differentiable real function of the site densities. With \(\hbar=1\),

\[
\rho_i=\sum_k f_k|\phi_{k,i}|^2,\qquad v_i=\frac{\partial G}{\partial\rho_i}(\rho),\qquad
\phi_k'=-iH\phi_k,\quad H=h+\mathrm{diag}(v).
\]

Here \(h\) contains the hopping and the external potential, and \(G\) stands for the Hartree and exchange–correlation energy. "Adiabatic" means that \(v\) is the derivative of \(G\) at the density of the same instant. The energy is

\[
E=\sum_k f_k\,\mathrm{Re}\langle\phi_k,h\phi_k\rangle+G(\rho).
\]

## Overlaps, density and energy

The inner product is conjugate-linear on the left. Since \(v\) is real, \(H\) is Hermitian, and

\[
\frac{d}{dt}\langle\phi_j,\phi_k\rangle
= i\langle H\phi_j,\phi_k\rangle-i\langle\phi_j,H\phi_k\rangle=0 .
\]

For the density, write \(J_{k,i}=\mathrm{Im}\big(\bar\phi_{k,i}(h\phi_k)_i\big)\). Because \(\mathrm{Re}(-iz)=\mathrm{Im}\,z\),

\[
\frac{d}{dt}|\phi_{k,i}|^2=2\,\mathrm{Re}(\bar\phi_{k,i}\phi_{k,i}')
=2J_{k,i}+2\,\mathrm{Im}\big(v_i|\phi_{k,i}|^2\big)=2J_{k,i},
\]

so \(\rho_i'=2\sum_k f_kJ_{k,i}\): the local potential drops out.

If \(h\) is differentiable in time, with derivative \(h'\), the one-body energy of an orbital changes at the rate

\[
\mathrm{Re}\langle\phi_k,h'\phi_k\rangle+2\,\mathrm{Re}\langle\phi_k',h\phi_k\rangle .
\]

In the second term,

\[
\langle\phi_k',h\phi_k\rangle=i\langle h\phi_k,h\phi_k\rangle+i\sum_i v_i\bar\phi_{k,i}(h\phi_k)_i .
\]

The first part is imaginary, so the real part is \(-\sum_i v_iJ_{k,i}\). The chain rule gives

\[
\frac{d}{dt}G(\rho)=\sum_i v_i\rho_i'=2\sum_k f_k\sum_i v_iJ_{k,i},
\]

which cancels the orbital contribution. What remains is

\[
\frac{dE}{dt}=\sum_k f_k\,\mathrm{Re}\langle\phi_k,h'\phi_k\rangle ,
\]

and this vanishes for constant \(h\). In real-time simulations of this finite-lattice adiabatic model with static \(h\), energy drift is therefore a numerical error and not a property of the equations.

## The statement in Lean

The finite types `L` and `K` index sites and orbitals, and `φ t k i` is an amplitude. `potential` evaluates the Fréchet derivative of `G` on the unit density change at one site. `IsKSSolution` requires the equation of motion at every real time.

`kohnSham_conservation` takes a constant Hermitian `h₀`, a differentiable `G` and a solution, and concludes that all overlaps and the energy agree at any two times `s` and `t`. The gradient of `G` need not be continuous. The orbitals need not be orthonormal, nor the occupations positive; if the orbitals are orthonormal at one time, they remain so.

Differentiability on all of \(\mathbb R^L\) is a real restriction: a functional defined only for non-negative densities must first be extended differentiably, and one with a kink at some density is excluded. Functionals with memory are not covered, and the existence of a solution for given initial orbitals is assumed.

```lean
import Mathlib

open Matrix

namespace AdiabaticKohnSham

noncomputable section

variable {L K : Type*} [Fintype L] [DecidableEq L] [Fintype K]

/-- The site density: the sum of the orbital densities weighted by the occupations `f`. -/
def density (f : K → ℝ) (φ : K → L → ℂ) (i : L) : ℝ :=
  ∑ k, f k * Complex.normSq (φ k i)

/-- The potential on site `i`: the partial derivative of `G` with respect to the density there. -/
def potential (G : (L → ℝ) → ℝ) (ρ : L → ℝ) (i : L) : ℝ :=
  fderiv ℝ G ρ (Pi.single i 1)

/-- The Kohn-Sham Hamiltonian: the one-body matrix plus the local potential of the density. -/
def ksHamiltonian (h : Matrix L L ℂ) (G : (L → ℝ) → ℝ) (ρ : L → ℝ) : Matrix L L ℂ :=
  h + Matrix.diagonal (fun i => (potential G ρ i : ℂ))

/-- The total energy: the occupied one-body energies plus the density functional `G`. -/
def energy (h : Matrix L L ℂ) (G : (L → ℝ) → ℝ) (f : K → ℝ) (φ : K → L → ℂ) : ℝ :=
  ∑ k, f k * (star (φ k) ⬝ᵥ h *ᵥ φ k).re + G (density f φ)

/-- The adiabatic time-dependent Kohn-Sham equations, `φ' = -i H φ` for every orbital, where
`H` is built from the instantaneous density and the one-body matrix may depend on time. -/
def IsKSSolution (h : ℝ → Matrix L L ℂ) (G : (L → ℝ) → ℝ) (f : K → ℝ)
    (φ : ℝ → K → L → ℂ) : Prop :=
  ∀ t k i, HasDerivAt (fun s => φ s k i)
    (((-Complex.I) • (ksHamiltonian (h t) G (density f (φ t)) *ᵥ φ t k)) i) t

/-- The derivative of the real part of a differentiable complex signal is the real part of the
signal's derivative. -/
theorem hasDerivAt_re {g : ℝ → ℂ} {g' : ℂ} {t : ℝ} (hg : HasDerivAt g g' t) :
    HasDerivAt (fun s => (g s).re) g'.re t := by
  have h1 := (Complex.reCLM.hasFDerivAt (x := g t)).comp_hasDerivAt t hg
  exact h1

omit [DecidableEq L] in
/-- The product rule for the overlap of two moving orbitals. -/
theorem hasDerivAt_overlap {a b : ℝ → L → ℂ} {a' b' : L → ℂ} {t : ℝ}
    (ha : ∀ i, HasDerivAt (fun s => a s i) (a' i) t)
    (hb : ∀ i, HasDerivAt (fun s => b s i) (b' i) t) :
    HasDerivAt (fun s => star (a s) ⬝ᵥ b s) (star a' ⬝ᵥ b t + star (a t) ⬝ᵥ b') t := by
  have h1 := HasDerivAt.fun_sum
    (fun i (_ : i ∈ (Finset.univ : Finset L)) => (ha i).star.fun_mul (hb i))
  simpa only [dotProduct, Pi.star_apply, Finset.sum_add_distrib] using h1

omit [DecidableEq L] in
/-- A Hermitian matrix can be moved from one side of an overlap to the other. -/
theorem hermitian_overlap {A : Matrix L L ℂ} (hA : A.IsHermitian) (x y : L → ℂ) :
    star (A *ᵥ x) ⬝ᵥ y = star x ⬝ᵥ A *ᵥ y := by
  rw [Matrix.star_mulVec, hA.eq, Matrix.dotProduct_mulVec]

omit [DecidableEq L] in
/-- The expectation value of a Hermitian matrix changes through the matrix itself and through
the motion of the orbital. -/
theorem hasDerivAt_expectation {A : ℝ → Matrix L L ℂ} {A' : Matrix L L ℂ}
    {x : ℝ → L → ℂ} {x' : L → ℂ} {t : ℝ} (hA : (A t).IsHermitian)
    (hA' : ∀ i j, HasDerivAt (fun s => A s i j) (A' i j) t)
    (hx : ∀ i, HasDerivAt (fun s => x s i) (x' i) t) :
    HasDerivAt (fun s => (star (x s) ⬝ᵥ A s *ᵥ x s).re)
      ((star (x t) ⬝ᵥ A' *ᵥ x t).re + 2 * (star x' ⬝ᵥ A t *ᵥ x t).re) t := by
  have hm : ∀ i, HasDerivAt (fun s => (A s *ᵥ x s) i) ((A' *ᵥ x t + A t *ᵥ x') i) t := by
    intro i
    have h1 := HasDerivAt.fun_sum
      (fun j (_ : j ∈ (Finset.univ : Finset L)) => (hA' i j).fun_mul (hx j))
    simpa only [Matrix.mulVec, dotProduct, Pi.add_apply, Finset.sum_add_distrib] using h1
  -- the two orbital terms are complex conjugates of each other
  have hsymm : (star (A t *ᵥ x t) ⬝ᵥ x').re = (star x' ⬝ᵥ A t *ᵥ x t).re := by
    simp only [dotProduct, Complex.re_sum, Pi.star_apply]
    refine Finset.sum_congr rfl fun i _ => ?_
    simp only [Complex.mul_re, Complex.star_def, Complex.conj_re, Complex.conj_im]
    ring
  refine (hasDerivAt_re (hasDerivAt_overlap (b := fun s => A s *ᵥ x s) hx hm)).congr_deriv ?_
  rw [dotProduct_add, Complex.add_re, Complex.add_re, ← hermitian_overlap hA (x t) x', hsymm]
  ring

variable {h : ℝ → Matrix L L ℂ} {G : (L → ℝ) → ℝ} {f : K → ℝ} {φ : ℝ → K → L → ℂ}

/-- The rate of change of the density on a site, written with the one-body matrix and the orbitals:
the local potential does not appear in it. -/
theorem density_rate (sol : IsKSSolution h G f φ) (t : ℝ) (i : L) :
    HasDerivAt (fun s => density f (φ s) i)
      (∑ k, f k * (2 * (star (φ t k i) * (h t *ᵥ φ t k) i).im)) t := by
  have key : ∀ k, HasDerivAt (fun s => Complex.normSq (φ s k i))
      (2 * (star (φ t k i) * (h t *ᵥ φ t k) i).im) t := by
    intro k
    have hfun : (fun s => Complex.normSq (φ s k i))
        = fun s => (star (φ s k i) * φ s k i).re := by
      funext s
      simp only [Complex.normSq_apply, Complex.mul_re, Complex.star_def, Complex.conj_re,
        Complex.conj_im]
      ring
    rw [hfun]
    refine (hasDerivAt_re ((sol t k i).star.fun_mul (sol t k i))).congr_deriv ?_
    -- the real local potential drops out
    simp only [ksHamiltonian, Matrix.add_mulVec, Pi.add_apply, Matrix.mulVec_diagonal,
      Pi.smul_apply, smul_eq_mul, Complex.star_def, Complex.mul_re, Complex.mul_im,
      Complex.add_re, Complex.add_im, Complex.conj_re, Complex.conj_im, Complex.neg_re,
      Complex.neg_im, Complex.I_re, Complex.I_im, Complex.ofReal_re, Complex.ofReal_im]
    ring
  exact HasDerivAt.fun_sum fun k _ => (key k).const_mul (f k)

/-- All overlaps between Kohn-Sham orbitals are constant in time, even when the Hermitian
one-body matrix depends on time. -/
theorem overlap_conserved (hh : ∀ t, (h t).IsHermitian) (sol : IsKSSolution h G f φ)
    (j k : K) (s t : ℝ) : star (φ s j) ⬝ᵥ φ s k = star (φ t j) ⬝ᵥ φ t k := by
  have hd : ∀ r, HasDerivAt (fun s => star (φ s j) ⬝ᵥ φ s k) 0 r := by
    intro r
    have hH : (ksHamiltonian (h r) G (density f (φ r))).IsHermitian := by
      have hv : star (fun i => (potential G (density f (φ r)) i : ℂ))
          = fun i => (potential G (density f (φ r)) i : ℂ) := by
        funext i
        exact Complex.conj_ofReal _
      rw [Matrix.IsHermitian, ksHamiltonian, Matrix.conjTranspose_add, (hh r).eq,
        Matrix.diagonal_conjTranspose, hv]
    refine (hasDerivAt_overlap (a := fun s => φ s j) (b := fun s => φ s k)
      (sol r j) (sol r k)).congr_deriv ?_
    rw [star_smul, smul_dotProduct, dotProduct_smul, hermitian_overlap hH]
    simp
  exact is_const_of_deriv_eq_zero (fun r => (hd r).differentiableAt) (fun r => (hd r).deriv) s t

/-- The energy changes exactly at the rate at which the explicit time dependence of the
one-body matrix does work on the occupied orbitals. -/
theorem energy_rate {h' : ℝ → Matrix L L ℂ} (hG : Differentiable ℝ G)
    (hh : ∀ t, (h t).IsHermitian)
    (hd : ∀ t i j, HasDerivAt (fun s => h s i j) (h' t i j) t)
    (sol : IsKSSolution h G f φ) (t : ℝ) :
    HasDerivAt (fun s => energy (h s) G f (φ s))
      (∑ k, f k * (star (φ t k) ⬝ᵥ h' t *ᵥ φ t k).re) t := by
  have hkin := fun k => hasDerivAt_expectation (x := fun s => φ s k) (hh t) (hd t) (sol t k)
  have hρ : HasDerivAt (fun s => density f (φ s))
      (fun i => ∑ k, f k * (2 * (star (φ t k i) * (h t *ᵥ φ t k) i).im)) t :=
    hasDerivAt_pi.2 fun i => density_rate sol t i
  have hGρ := (hG (density f (φ t))).hasFDerivAt.comp_hasDerivAt t hρ
  -- the chain rule in terms of the site potentials
  have hlin : ∀ u : L → ℝ, fderiv ℝ G (density f (φ t)) u
      = ∑ i, u i * potential G (density f (φ t)) i := by
    intro u
    have hu : u = ∑ i, u i • (Pi.single i (1 : ℝ) : L → ℝ) := by
      ext j
      simp [Finset.sum_apply, Pi.single_apply]
    calc fderiv ℝ G (density f (φ t)) u
        = fderiv ℝ G (density f (φ t)) (∑ i, u i • (Pi.single i (1 : ℝ) : L → ℝ)) :=
          congrArg _ hu
      _ = _ := by simp only [map_sum, map_smul, smul_eq_mul, potential]
  -- orbital motion changes the one-body energy only through the local potential
  have hz : ∀ k, (star ((-Complex.I) • (ksHamiltonian (h t) G (density f (φ t)) *ᵥ φ t k))
      ⬝ᵥ h t *ᵥ φ t k).re = -∑ i, potential G (density f (φ t)) i *
        (star (φ t k i) * (h t *ᵥ φ t k) i).im := by
    intro k
    rw [dotProduct, Complex.re_sum, ← Finset.sum_neg_distrib]
    refine Finset.sum_congr rfl fun i _ => ?_
    simp only [ksHamiltonian, Matrix.add_mulVec, Pi.add_apply, Matrix.mulVec_diagonal,
      Pi.star_apply, Pi.smul_apply, smul_eq_mul, Complex.star_def, Complex.mul_re,
      Complex.mul_im, Complex.add_re, Complex.add_im, Complex.conj_re, Complex.conj_im,
      Complex.neg_re, Complex.neg_im, Complex.I_re, Complex.I_im, Complex.ofReal_re,
      Complex.ofReal_im]
    ring
  have hswap : ∑ i, (∑ k, f k * (2 * (star (φ t k i) * (h t *ᵥ φ t k) i).im)) *
      potential G (density f (φ t)) i = ∑ k, f k * (2 * ∑ i,
        potential G (density f (φ t)) i * (star (φ t k i) * (h t *ᵥ φ t k) i).im) := by
    simp only [Finset.sum_mul, Finset.mul_sum]
    rw [Finset.sum_comm]
    refine Finset.sum_congr rfl fun k _ => Finset.sum_congr rfl fun i _ => ?_
    ring
  have hE := (HasDerivAt.fun_sum (fun k (_ : k ∈ (Finset.univ : Finset K)) =>
    (hkin k).const_mul (f k))).fun_add hGρ
  refine hE.congr_deriv ?_
  rw [hlin, hswap, ← Finset.sum_add_distrib]
  refine Finset.sum_congr rfl fun k _ => ?_
  rw [hz k]
  ring

/-- For a constant Hermitian one-body matrix and a differentiable density functional, adiabatic
Kohn-Sham evolution conserves all orbital overlaps and the total energy. -/
theorem kohnSham_conservation {h₀ : Matrix L L ℂ} (hh : h₀.IsHermitian)
    (hG : Differentiable ℝ G) (sol : IsKSSolution (fun _ => h₀) G f φ) (s t : ℝ) :
    (∀ j k, star (φ s j) ⬝ᵥ φ s k = star (φ t j) ⬝ᵥ φ t k) ∧
      energy h₀ G f (φ s) = energy h₀ G f (φ t) := by
  refine ⟨fun j k => overlap_conserved (fun _ => hh) sol j k s t, ?_⟩
  have hd : ∀ r, HasDerivAt (fun s => energy h₀ G f (φ s)) 0 r := by
    intro r
    refine (energy_rate (h' := fun _ => 0) hG (fun _ => hh)
      (fun r i j => hasDerivAt_const r (h₀ i j)) sol r).congr_deriv ?_
    simp
  exact is_const_of_deriv_eq_zero (fun r => (hd r).differentiableAt) (fun r => (hd r).deriv) s t

/-- Self-consistent stationary Kohn-Sham orbitals, each multiplied by the phase
`exp (-i ε t)` of its orbital energy, solve the time-dependent equations. -/
theorem stationary_solution {h₀ : Matrix L L ℂ} {φ₀ : K → L → ℂ} {ε : K → ℝ}
    (hs : ∀ k, ksHamiltonian h₀ G (density f φ₀) *ᵥ φ₀ k = (ε k : ℂ) • φ₀ k) :
    IsKSSolution (fun _ => h₀) G f
      (fun t k => Complex.exp (((-(ε k * t) : ℝ) : ℂ) * Complex.I) • φ₀ k) := by
  intro t k i
  -- the phases leave the density unchanged
  have hρ : density f (fun k => Complex.exp (((-(ε k * t) : ℝ) : ℂ) * Complex.I) • φ₀ k)
      = density f φ₀ := by
    funext j
    refine Finset.sum_congr rfl fun l _ => ?_
    show f l * Complex.normSq (Complex.exp (((-(ε l * t) : ℝ) : ℂ) * Complex.I) * φ₀ l j)
      = f l * Complex.normSq (φ₀ l j)
    rw [Complex.normSq_mul, Complex.normSq_eq_norm_sq (Complex.exp _),
      Complex.norm_exp_ofReal_mul_I, one_pow, one_mul]
  have h1 : HasDerivAt (fun s : ℝ => ((-(ε k * s) : ℝ) : ℂ) * Complex.I)
      (((-ε k : ℝ) : ℂ) * Complex.I) t :=
    ((((hasDerivAt_id' t).const_mul (ε k)).fun_neg).ofReal_comp.mul_const
      Complex.I).congr_deriv (by simp)
  refine (h1.cexp.mul_const (φ₀ k i)).congr_deriv ?_
  rw [hρ, Matrix.mulVec_smul, hs k]
  simp only [Pi.smul_apply, smul_eq_mul, Complex.ofReal_neg]
  ring

end

end AdiabaticKohnSham
```

```lean
#print axioms AdiabaticKohnSham.kohnSham_conservation
#print axioms AdiabaticKohnSham.stationary_solution
```

```
'AdiabaticKohnSham.kohnSham_conservation' depends on axioms: [propext, Classical.choice, Quot.sound]
'AdiabaticKohnSham.stationary_solution' depends on axioms: [propext, Classical.choice, Quot.sound]
```

## How the proof follows the calculation

`hasDerivAt_overlap` is the product rule, and `hermitian_overlap` moves a Hermitian matrix across the inner product. `overlap_conserved` first shows that the Kohn–Sham matrix is Hermitian, then combines the two lemmas to get derivative zero; `is_const_of_deriv_eq_zero` turns this into equality at two times. It allows a time-dependent `h`.

`hasDerivAt_expectation` differentiates \(\mathrm{Re}\langle x,Ax\rangle\), using Hermiticity to merge the two orbital terms into one with a factor 2. `density_rate` writes \(|\phi_{k,i}|^2\) as a real part, differentiates it with `hasDerivAt_re`, and expands into real and imaginary parts; `ring` then removes the potential.

`energy_rate` assembles the balance. Its step `hlin` expands the derivative of `G` in site potentials, `hz` computes \(\mathrm{Re}\langle\phi_k',h\phi_k\rangle\), and `hswap` exchanges the sums over sites and orbitals so that the terms cancel orbital by orbital. `kohnSham_conservation` sets `h'` to zero.

Finally, `stationary_solution` supplies solutions from self-consistent orbitals with \(H\phi_k=\varepsilon_k\phi_k\). The phases \(e^{-i\varepsilon_kt}\) leave the density, and hence \(H\), unchanged, and differentiating them produces the factor \(-i\varepsilon_k\) that the equation of motion requires.
